# A cosine wave summed over a ring of P beads vanishes unless P divides its wave number

The lemma concerns waves sampled at the beads of a ring, numbered j = 0, …, P − 1, with P a positive integer and the wave number m any integer. It states that the sum of cos(2πmj/P) over the beads is P when P divides m and zero otherwise, while the sum of sin(2πmj/P) is always zero. The waves are unnormalised, and no Hamiltonian or dynamics enters. The attempt writes both as the real and imaginary parts of powers of z = exp(2πim/P), evaluates the sum of those powers as a geometric series, and then takes real and imaginary parts.

The first attempt, which Lean rejects:

```lean
import Mathlib

open Matrix Real

namespace RingPolymerNormalModes

noncomputable section

/-- Summed over the beads, a cosine wave with integer wave number `m` gives `P` if `P` divides
`m` and zero otherwise; a sine wave always gives zero. -/
theorem sum_waves {P : ℕ} (hP : 0 < P) (m : ℤ) :
    (∑ j : Fin P, cos (2 * π * m / P * (j : ℕ)) = if (P : ℤ) ∣ m then (P : ℝ) else 0) ∧
    ∑ j : Fin P, sin (2 * π * m / P * (j : ℕ)) = 0 := by
  have hP' : (P : ℂ) ≠ 0 := by exact_mod_cast hP.ne'
  obtain ⟨z, hz⟩ : ∃ z : ℂ, z = Complex.exp (((2 * π * m / P : ℝ) : ℂ) * Complex.I) := ⟨_, rfl⟩
  have hpow : ∀ j : ℕ,
      Complex.exp (((2 * π * m / P * j : ℝ) : ℂ) * Complex.I) = z ^ j := by
    intro j
    rw [hz, ← Complex.exp_nat_mul]
    congr 1
    push_cast
    ring
  -- the geometric sum of the powers of a root of unity
  have hsum : ∑ j : Fin P, Complex.exp (((2 * π * m / P * (j : ℕ) : ℝ) : ℂ) * Complex.I)
      = if (P : ℤ) ∣ m then (P : ℂ) else 0 := by
    rw [Finset.sum_congr rfl (fun j _ => hpow j), Fin.sum_univ_eq_sum_range (fun j => z ^ j) P]
    split_ifs with h
    · obtain ⟨c, hc⟩ := h
      have h1 : z = 1 := by
        rw [hz, Complex.exp_eq_one_iff]
        refine ⟨c, ?_⟩
        rw [hc]
        push_cast
        field_simp
      simp [h1]
    · have hzP : z ^ P = 1 := by
        rw [hz, ← Complex.exp_nat_mul, Complex.exp_eq_one_iff]
        refine ⟨m, ?_⟩
        push_cast
        field_simp
      have hz1 : z ≠ 1 := by
        intro h1
        rw [hz, Complex.exp_eq_one_iff] at h1
        obtain ⟨n, hn⟩ := h1
        push_cast at hn
        have e : (2 * π * Complex.I) * (m : ℂ) = P * (2 * π * m / P * Complex.I) := by
          field_simp
        have : (m : ℂ) = P * n := by
          apply mul_left_cancel₀ Complex.two_pi_I_ne_zero
          rw [e, hn]
          ring
        exact h ⟨n, by exact_mod_cast this⟩
      have g := geom_sum_mul z P
      rw [hzP, sub_self] at g
      exact (mul_eq_zero.mp g).resolve_right (sub_ne_zero.mpr hz1)
  constructor
  · have h := congrArg Complex.re hsum
    rw [Complex.re_sum] at h
    simp only [Complex.exp_ofReal_mul_I_re] at h
    rw [h]
    split_ifs <;> simp
  · have h := congrArg Complex.im hsum
    rw [Complex.im_sum] at h
    simp only [Complex.exp_ofReal_mul_I_im] at h
    rw [h]
    split_ifs <;> simp

end

end RingPolymerNormalModes
```

Compiling this gives:

```
Main.lean:26:8: error: Tactic `rewrite` failed: Did not find an occurrence of the pattern
  ∑ j ∈ ?m.205, Complex.exp (↑(2 * π * ↑m / ↑P * ↑j) * Complex.I)
in the target expression
  ∑ j, Complex.exp (↑(2 * π * ↑m / ↑P * ↑↑j) * Complex.I) = if ↑P ∣ m then ↑P else 0

P : ℕ
hP : 0 < P
m : ℤ
hP' : ↑P ≠ 0
z : ℂ
hz : z = Complex.exp (↑(2 * π * ↑m / ↑P) * Complex.I)
hpow : ∀ (j : ℕ), Complex.exp (↑(2 * π * ↑m / ↑P * ↑j) * Complex.I) = z ^ j
⊢ ∑ j, Complex.exp (↑(2 * π * ↑m / ↑P * ↑↑j) * Complex.I) = if ↑P ∣ m then ↑P else 0
```

Fix (accepted with no message):

```diff
@@ -24,5 +24,6 @@
   have hsum : ∑ j : Fin P, Complex.exp (((2 * π * m / P * (j : ℕ) : ℝ) : ℂ) * Complex.I)
       = if (P : ℤ) ∣ m then (P : ℂ) else 0 := by
-    rw [Finset.sum_congr rfl (fun j _ => hpow j), Fin.sum_univ_eq_sum_range (fun j => z ^ j) P]
+    simp only [hpow]
+    rw [Fin.sum_univ_eq_sum_range (fun j => z ^ j) P]
     split_ifs with h
     · obtain ⟨c, hc⟩ := h
```

Diagnosis. The message says that `rw` found no instance of its pattern in the goal. The two sums look alike, but their indices have different types. In `Finset.sum_congr rfl (fun j _ => hpow j)`, the only thing that fixes the type of `j` is `hpow`, which takes a natural number. Lean therefore built an equation about a sum over an unknown finite set of naturals, the `?m.205` of the message. The goal sums over `Fin P`, where each index is first coerced to ℕ; hence `↑↑j` in the target against `↑j` in the pattern.

The repair uses `simp only [hpow]` instead. `simp` can rewrite inside the sum, under the bound variable, and there it applies `hpow` to the coerced index, turning each summand into `z ^ (j : ℕ)` with `j` still in `Fin P`. That is the form `Fin.sum_univ_eq_sum_range` expects, so the remaining `rw`, now on its own line, can turn the sum into one over `Finset.range P`.
